# Positive-energy states of a bipartite ionic surface model lie mostly on cations, negative-energy states mostly on anions

A tunnelling image of a binary ionic surface often shows only one of the two sublattices as bright spots. If strong hybridisation could move most of an empty state onto the anions, the sign of the bias would not tell us which species is bright, and every atom in the image might be assigned to the wrong element. Take a non-interacting model with orthonormal orbitals, one energy for all cation orbitals, a lower one for all anion orbitals, hopping only between the two sublattices, and the Fermi level midway between the two energies. In this model no empty state has most of its weight on the anions, however strong the hopping.

## Two sublattices and an ionic splitting

Let `m` label the cation orbitals and `n` the anion orbitals, all orthonormal. Both sets are finite, and they may differ in size.

```lean
import Mathlib

open Matrix

namespace IonicBipartiteSurface

noncomputable section

variable {m n : Type*} [Fintype m] [Fintype n] [DecidableEq m] [DecidableEq n]
```

Measure energies from the midpoint of the two site energies, so that cations sit at $D$ and anions at $-D$. With a complex rectangular hopping matrix $T$,

$$H=\begin{pmatrix} D & T\\ T^\dagger & -D\end{pmatrix}.$$

The main theorems assume $D>0$. This stands for the ionic character of the surface: electronegativity and the electrostatic potential of the lattice place the cation level above the anion level. The value of $D$ is a parameter and is not derived. In Lean, `m ⊕ n` is the disjoint union of the orbital sets, and `Tᴴ` is $T^\dagger$.

```lean
/-- The surface Hamiltonian: cation orbitals at energy `D`, anion orbitals at energy `-D`,
and hopping `T` only between cations and anions. -/
def hamiltonian (D : ℝ) (T : Matrix m n ℂ) : Matrix (m ⊕ n) (m ⊕ n) ℂ :=
  Matrix.fromBlocks ((D : ℂ) • 1) T Tᴴ (-((D : ℂ) • 1))
```

Write a state as $\psi=(u,v)$, with cation amplitudes $u_i$ and anion amplitudes $v_j$. Its cation weight is $w_c=\sum_i|u_i|^2$. The label `Sum.inl i` picks out cation orbital $i$.

```lean
omit [Fintype n] [DecidableEq m] [DecidableEq n] in
/-- The weight of a state on the cation orbitals. -/
def cationWeight (ψ : m ⊕ n → ℂ) : ℝ := ∑ i, ‖ψ (Sum.inl i)‖ ^ 2
```

The anion weight is $w_a=\sum_j|v_j|^2$, with `Sum.inr j` for anion orbital $j$.

```lean
omit [Fintype m] [DecidableEq m] [DecidableEq n] in
/-- The weight of a state on the anion orbitals. -/
def anionWeight (ψ : m ⊕ n → ℂ) : ℝ := ∑ j, ‖ψ (Sum.inr j)‖ ^ 2
```

A normalised stationary state satisfies $H\psi=E\psi$ and $w_c+w_a=1$. The definition takes $E$ to be real.

```lean
/-- A normalised stationary state of the surface with energy `E`. -/
def IsUnitEigenstate (D : ℝ) (T : Matrix m n ℂ) (E : ℝ) (ψ : m ⊕ n → ℂ) : Prop :=
  hamiltonian D T *ᵥ ψ = (E : ℂ) • ψ ∧ cationWeight ψ + anionWeight ψ = 1
```

Real energies are enough because $H^\dagger=H$: the diagonal blocks are real multiples of the identity, and conjugate transposition exchanges $T$ and $T^\dagger$ between the off-diagonal blocks. The proof takes the conjugate transpose block by block.

```lean
omit [Fintype m] [Fintype n] in
/-- The surface Hamiltonian is Hermitian. -/
theorem hamiltonian_isHermitian (D : ℝ) (T : Matrix m n ℂ) :
    (hamiltonian D T).IsHermitian := by
  unfold Matrix.IsHermitian hamiltonian
  rw [Matrix.fromBlocks_conjTranspose]
  simp [Matrix.conjTranspose_smul]
```

## The hopping matrix element read from both sides

The cation rows of $H\psi=E\psi$ read $Du+Tv=Eu$, and the anion rows read $T^\dagger u-Dv=Ev$. Hence

$$Tv=(E-D)\,u,\qquad T^\dagger u=(E+D)\,v.$$

In the proof, `hc` and `ha` compute the two kinds of row of $H\psi$. Each direction of the equivalence then moves the site-energy term across the equation, one component at a time.

```lean
/-- The eigenvalue equation is equivalent to two coupled equations for the cation and
anion amplitudes. -/
theorem eigen_iff_blocks (D : ℝ) (T : Matrix m n ℂ) (E : ℝ) (ψ : m ⊕ n → ℂ) :
    hamiltonian D T *ᵥ ψ = (E : ℂ) • ψ ↔
      T *ᵥ (ψ ∘ Sum.inr) = ((E : ℂ) - D) • (ψ ∘ Sum.inl) ∧
      Tᴴ *ᵥ (ψ ∘ Sum.inl) = ((E : ℂ) + D) • (ψ ∘ Sum.inr) := by
  have hc : ∀ i, (hamiltonian D T *ᵥ ψ) (Sum.inl i)
      = D * ψ (Sum.inl i) + (T *ᵥ (ψ ∘ Sum.inr)) i := by
    intro i
    simp [hamiltonian, Matrix.mulVec, dotProduct, Fintype.sum_sum_type, Matrix.one_apply]
  have ha : ∀ j, (hamiltonian D T *ᵥ ψ) (Sum.inr j)
      = (Tᴴ *ᵥ (ψ ∘ Sum.inl)) j + -(D * ψ (Sum.inr j)) := by
    intro j
    simp [hamiltonian, Matrix.mulVec, dotProduct, Fintype.sum_sum_type, Matrix.one_apply]
  constructor
  · intro h
    constructor
    · ext i
      have h1 := congrFun h (Sum.inl i)
      rw [hc] at h1
      simp only [Pi.smul_apply, smul_eq_mul, Function.comp_apply] at h1 ⊢
      linear_combination h1
    · ext j
      have h1 := congrFun h (Sum.inr j)
      rw [ha] at h1
      simp only [Pi.smul_apply, smul_eq_mul, Function.comp_apply] at h1 ⊢
      linear_combination h1
  · rintro ⟨h1, h2⟩
    ext x
    rcases x with i | j
    · have h3 := congrFun h1 i
      rw [hc]
      simp only [Pi.smul_apply, smul_eq_mul, Function.comp_apply] at h3 ⊢
      linear_combination h3
    · have h3 := congrFun h2 j
      rw [ha]
      simp only [Pi.smul_apply, smul_eq_mul, Function.comp_apply] at h3 ⊢
      linear_combination h3
```

Now evaluate $\langle u,Tv\rangle$ twice. The first block equation gives $\langle u,Tv\rangle=(E-D)\,w_c$. Moving $T$ to the other side and using the second gives $\langle T^\dagger u,v\rangle=(E+D)\,w_a$, since $E+D$ is real. Therefore

$$(E-D)\,w_c=(E+D)\,w_a.$$

In Lean, `key` is the identity $\langle u,Tv\rangle=\langle T^\dagger u,v\rangle$. The facts `hc` and `ha` identify $\langle u,u\rangle$ and $\langle v,v\rangle$ with the weights, and the last line returns from complex to real numbers. This step needs neither normalisation nor a sign for $D$.

```lean
/-- In a stationary state the cation and anion weights are in the
balance `(E - D) w_cation = (E + D) w_anion`. -/
theorem weight_balance {D E : ℝ} {T : Matrix m n ℂ} {ψ : m ⊕ n → ℂ}
    (h : hamiltonian D T *ᵥ ψ = (E : ℂ) • ψ) :
    (E - D) * cationWeight ψ = (E + D) * anionWeight ψ := by
  obtain ⟨h1, h2⟩ := (eigen_iff_blocks D T E ψ).mp h
  have hc : star (ψ ∘ Sum.inl) ⬝ᵥ (ψ ∘ Sum.inl) = (cationWeight ψ : ℂ) := by
    simp only [dotProduct, cationWeight, Complex.ofReal_sum, Complex.ofReal_pow]
    exact Finset.sum_congr rfl fun i _ => Complex.conj_mul' (ψ (Sum.inl i))
  have ha : star (ψ ∘ Sum.inr) ⬝ᵥ (ψ ∘ Sum.inr) = (anionWeight ψ : ℂ) := by
    simp only [dotProduct, anionWeight, Complex.ofReal_sum, Complex.ofReal_pow]
    exact Finset.sum_congr rfl fun j _ => Complex.conj_mul' (ψ (Sum.inr j))
  -- the hopping matrix element, read from the cation side and from the anion side
  have key : star (ψ ∘ Sum.inl) ⬝ᵥ (T *ᵥ (ψ ∘ Sum.inr))
      = star (Tᴴ *ᵥ (ψ ∘ Sum.inl)) ⬝ᵥ (ψ ∘ Sum.inr) := by
    rw [Matrix.star_mulVec, Matrix.conjTranspose_conjTranspose, Matrix.dotProduct_mulVec]
  have hs : star ((E : ℂ) + D) = (E : ℂ) + D := by simp
  rw [h1, h2, dotProduct_smul, star_smul, smul_dotProduct, hs, hc, ha,
    smul_eq_mul, smul_eq_mul] at key
  exact_mod_cast key
```

## No state inside the ionic gap

Suppose $|E|<D$. Then $D-E$ and $E+D$ are both positive, and the balance becomes

$$(D-E)\,w_c+(E+D)\,w_a=0.$$

Both terms are nonnegative, so both vanish, which forces $w_c=w_a=0$. A nonzero state has positive total weight, so this is a contradiction and $|E|\ge D$. The Lean proof follows the same route: `hpos` is the positive total weight, `p1` and `p2` are the signs of the two terms, and `z1` and `z2` say that they vanish.

```lean
/-- No eigenvalue of the surface Hamiltonian lies strictly between `-D` and `D`,
whatever the hopping. -/
theorem ionic_gap {D E : ℝ} {T : Matrix m n ℂ} {ψ : m ⊕ n → ℂ} (hψ : ψ ≠ 0)
    (h : hamiltonian D T *ᵥ ψ = (E : ℂ) • ψ) : D ≤ |E| := by
  by_contra hlt
  obtain ⟨h1, h2⟩ := abs_lt.mp (not_le.mp hlt)
  have hb := weight_balance h
  have hc : 0 ≤ cationWeight ψ := Finset.sum_nonneg fun _ _ => by positivity
  have ha : 0 ≤ anionWeight ψ := Finset.sum_nonneg fun _ _ => by positivity
  have hpos : 0 < cationWeight ψ + anionWeight ψ := by
    obtain ⟨x, hx⟩ := Function.ne_iff.mp hψ
    have hx' : 0 < ‖ψ x‖ := norm_pos_iff.mpr hx
    have hsum : 0 < ∑ y, ‖ψ y‖ ^ 2 :=
      Finset.sum_pos' (fun _ _ => by positivity) ⟨x, Finset.mem_univ x, by positivity⟩
    rwa [Fintype.sum_sum_type] at hsum
  -- inside the gap the left side of the balance is at most zero and the right side at least zero
  have p1 : 0 ≤ (D - E) * cationWeight ψ := mul_nonneg (by linarith) hc
  have p2 : 0 ≤ (E + D) * anionWeight ψ := mul_nonneg (by linarith) ha
  have z1 : (D - E) * cationWeight ψ = 0 := by linarith
  have z2 : (E + D) * anionWeight ψ = 0 := by linarith
  have w1 := (mul_eq_zero.mp z1).resolve_left (by linarith)
  have w2 := (mul_eq_zero.mp z2).resolve_left (by linarith)
  linarith
```

## The energy fixes the sublattice weights

For a normalised state, put $w_a=1-w_c$ into the balance:

$$(E-D)\,w_c=(E+D)(1-w_c)\quad\Longrightarrow\quad 2E\,w_c=E+D.$$

The gap gives $|E|\ge D>0$, so division by $2E$ is allowed and

$$w_c=\frac{E+D}{2E},\qquad w_a=\frac{E-D}{2E}.$$

The two `linear_combination` lines are this elimination, combining the balance `hb` with the normalisation `hn`.

```lean
/-- For `D > 0`, a normalised stationary state has `|E| ≥ D`, cation weight `(E + D) / (2E)` and
anion weight `(E - D) / (2E)`. -/
theorem ionic_surface_weights {D E : ℝ} (hD : 0 < D) {T : Matrix m n ℂ} {ψ : m ⊕ n → ℂ}
    (h : IsUnitEigenstate D T E ψ) :
    D ≤ |E| ∧ cationWeight ψ = (E + D) / (2 * E) ∧ anionWeight ψ = (E - D) / (2 * E) := by
  obtain ⟨he, hn⟩ := h
  have hψ : ψ ≠ 0 := by
    rintro rfl
    simp [cationWeight, anionWeight] at hn
  have hgap := ionic_gap hψ he
  have hE : 2 * E ≠ 0 := mul_ne_zero two_ne_zero (abs_pos.mp (hD.trans_le hgap))
  have hb := weight_balance he
  refine ⟨hgap, ?_, ?_⟩
  · rw [eq_div_iff hE]
    linear_combination hb + (E + D) * hn
  · rw [eq_div_iff hE]
    linear_combination -hb + (E - D) * hn
```

Subtracting the weights gives

$$w_c-w_a=\frac{D}{E},$$

which has the sign of $E$. "Mostly" therefore means more than half. Far from the gap edge the excess $D/|E|$ becomes small, so the sublattice preference weakens but does not reverse. The proof establishes the difference as `hd` and reads off its sign in each case.

```lean
/-- For `D > 0`, states at positive energy lie mostly on cations, states at negative energy mostly
on anions. -/
theorem majority_sublattice {D E : ℝ} (hD : 0 < D) {T : Matrix m n ℂ} {ψ : m ⊕ n → ℂ}
    (h : IsUnitEigenstate D T E ψ) :
    (0 < E → anionWeight ψ < cationWeight ψ) ∧
      (E < 0 → cationWeight ψ < anionWeight ψ) := by
  obtain ⟨hgap, hc, ha⟩ := ionic_surface_weights hD h
  have hE : E ≠ 0 := abs_pos.mp (hD.trans_le hgap)
  have hd : cationWeight ψ - anionWeight ψ = D / E := by
    rw [hc, ha, ← sub_div, div_eq_div_iff (mul_ne_zero two_ne_zero hE) hE]
    ring
  constructor
  · intro hp
    have := div_pos hD hp
    linarith
  · intro hneg
    have := div_neg_of_pos_of_neg hD hneg
    linarith
```

## Summing over the bias window

Place the Fermi level at zero, with negative energies filled and positive energies empty. This is a convention of the model, not a result of counting electrons. A bias energy $V>0$ then selects empty states with $0<\varepsilon_k\le V$, and $V<0$ selects filled states with $V\le\varepsilon_k<0$. The index $k$ runs over a finite family of states with energies `ε k`.

```lean
/-- The states between the Fermi level (energy zero) and the bias energy `V`. -/
def biasWindow {ι : Type*} [Fintype ι] (ε : ι → ℝ) (V : ℝ) : Finset ι :=
  Finset.univ.filter fun k => (0 < ε k ∧ ε k ≤ V) ∨ (V ≤ ε k ∧ ε k < 0)
```

The model contrast is the sum of the weight differences over that window,

$$C(V)=\sum_{k\in\text{window}}\bigl(w_c^{(k)}-w_a^{(k)}\bigr).$$

Every orbital counts equally. The sum compares the totals of the two sublattices, not the brightness of individual atoms: in a single positive-energy state, one anion orbital coupled equally and strongly to two cation orbitals can carry more weight than either of them. Tip shape, orbital decay into the vacuum and surface relief are left out, and in a measured image any of them can compete with this electronic contribution.

```lean
/-- Cation weight minus anion weight, summed over the states in the bias window. -/
def imageContrast {ι : Type*} [Fintype ι] (ε : ι → ℝ) (ψ : ι → m ⊕ n → ℂ) (V : ℝ) : ℝ :=
  ∑ k ∈ biasWindow ε V, (cationWeight (ψ k) - anionWeight (ψ k))
```

For $V>0$ every state in the window has positive energy, so every term is positive; for $V<0$ every term is negative. The sum inherits the sign provided that the window contains at least one state, which is the hypothesis `hw`. A bias that stays inside the gap reaches no states and gives zero contrast. The proof applies `majority_sublattice` term by term, and for negative bias it sums the negated differences.

```lean
/-- If `D > 0` and the bias window contains a state, the summed contrast favours cations at positive
bias energy and anions at negative bias energy. -/
theorem contrast_follows_bias {ι : Type*} [Fintype ι] {D V : ℝ} (hD : 0 < D)
    {T : Matrix m n ℂ} {ε : ι → ℝ} {ψ : ι → m ⊕ n → ℂ}
    (h : ∀ k, IsUnitEigenstate D T (ε k) (ψ k)) (hw : (biasWindow ε V).Nonempty) :
    (0 < V → 0 < imageContrast ε ψ V) ∧ (V < 0 → imageContrast ε ψ V < 0) := by
  constructor
  · intro hV
    refine Finset.sum_pos (fun k hk => ?_) hw
    have hk' := (Finset.mem_filter.mp hk).2
    have hp : 0 < ε k := by
      rcases hk' with h1 | h1
      · exact h1.1
      · linarith [h1.1, h1.2]
    exact sub_pos.mpr ((majority_sublattice hD (h k)).1 hp)
  · intro hV
    have hs : 0 < ∑ k ∈ biasWindow ε V, -(cationWeight (ψ k) - anionWeight (ψ k)) := by
      refine Finset.sum_pos (fun k hk => ?_) hw
      have hk' := (Finset.mem_filter.mp hk).2
      have hneg : ε k < 0 := by
        rcases hk' with h1 | h1
        · linarith [h1.1, h1.2]
        · exact h1.2
      linarith [(majority_sublattice hD (h k)).2 hneg]
    rw [Finset.sum_neg_distrib] at hs
    exact neg_pos.mp hs
```

## States at and beyond the gap edge

Let $u$ and $v$ satisfy $Tv=su$ and $T^\dagger u=sv$ with $s$ real, and let $E^2=D^2+s^2$. The vector $((E+D)u,\;sv)$ solves the eigenvalue equation, because

$$T(sv)=s^2u=(E-D)(E+D)\,u,\qquad T^\dagger\bigl((E+D)u\bigr)=(E+D)\,sv.$$

For unit $u$, $v$ and $s\ne0$, its squared norm is $(E+D)^2+s^2=2E(E+D)$, so the normalised state is

$$\frac{1}{\sqrt{2E(E+D)}}\,\bigl((E+D)u,\;sv\bigr),$$

with cation weight $(E+D)/(2E)$, as required. The theorem takes the singular pair as given and verifies the equation for the unnormalised vector. At $s=0$ and $E=-D$ that vector is zero and represents no state.

```lean
/-- A singular pair `u, v` of the hopping matrix with singular value `s` solves the
eigenvalue equation at either root of `E² = D² + s²`, with amplitudes `(E + D) u` and `s v`. -/
theorem eigenvector_of_singular_pair {D E s : ℝ} {T : Matrix m n ℂ} {u : m → ℂ} {v : n → ℂ}
    (hv : T *ᵥ v = (s : ℂ) • u) (hu : Tᴴ *ᵥ u = (s : ℂ) • v) (hE : E ^ 2 = D ^ 2 + s ^ 2) :
    hamiltonian D T *ᵥ Sum.elim (((E : ℂ) + D) • u) ((s : ℂ) • v)
      = (E : ℂ) • Sum.elim (((E : ℂ) + D) • u) ((s : ℂ) • v) := by
  have hE' : (E : ℂ) ^ 2 = (D : ℂ) ^ 2 + (s : ℂ) ^ 2 := by exact_mod_cast hE
  rw [eigen_iff_blocks, Sum.elim_comp_inl, Sum.elim_comp_inr]
  constructor
  · rw [Matrix.mulVec_smul, hv, smul_smul, smul_smul]
    congr 1
    linear_combination -hE'
  · rw [Matrix.mulVec_smul, hu]
```

The bound $|E|\ge D$ can be attained. For a state $(u,0)$ at $E=D$, the first block equation reads $0=0$ and the second reads $T^\dagger u=0$. A nonzero $u$ of this kind is a cation combination whose hopping amplitudes cancel on every anion. The Lean proof substitutes $v=0$ into the block equations and simplifies.

```lean
/-- A state living only on cations solves the eigenvalue equation at the gap edge `E = D`
exactly when hopping onto the anions cancels. -/
theorem gap_edge_iff (D : ℝ) (T : Matrix m n ℂ) (u : m → ℂ) :
    hamiltonian D T *ᵥ Sum.elim u 0 = (D : ℂ) • Sum.elim u 0 ↔ Tᴴ *ᵥ u = 0 := by
  rw [eigen_iff_blocks, Sum.elim_comp_inl, Sum.elim_comp_inr]
  simp

end

end IonicBipartiteSurface
```

```lean
#print axioms IonicBipartiteSurface.majority_sublattice
#print axioms IonicBipartiteSurface.contrast_follows_bias
#print axioms IonicBipartiteSurface.eigenvector_of_singular_pair
#print axioms IonicBipartiteSurface.gap_edge_iff
```

```
'IonicBipartiteSurface.majority_sublattice' depends on axioms: [propext, Classical.choice, Quot.sound]
'IonicBipartiteSurface.contrast_follows_bias' depends on axioms: [propext, Classical.choice, Quot.sound]
'IonicBipartiteSurface.eigenvector_of_singular_pair' depends on axioms: [propext, Classical.choice, Quot.sound]
'IonicBipartiteSurface.gap_edge_iff' depends on axioms: [propext, Classical.choice, Quot.sound]
```

## The anion edge, and a complete set of states

The same block equations settle the opposite edge by hand, though the file does not state it: a purely anionic state $(0,v)$ solves the eigenvalue equation at $E=-D$ exactly when $Tv=0$. Here the second equation is trivial and the first carries the condition.

The contrast theorem accepts any finite family of normalised eigenstates, which may be incomplete or contain repetitions. The definition could have used a complete orthonormal eigenbasis of $H$ instead. The contrast would then count the whole spectrum in the window once, and would not depend on the basis chosen within a degenerate level. The sign argument would be the same, since it treats each state separately.
